# Two-time vacuum correlation of the displacement of a quenched harmonic phonon pair

Suppose a lattice vibration is in its ground state when its frequency suddenly changes, and the mean-square displacement is then estimated from the populations of the new phonon modes alone. The estimate is constant in time, and it is already wrong at the instant of the change. The atoms have had no time to move, so the fluctuation must still have its old value, which the populations do not reproduce. The missing term is the interference between the two new modes.

For one pair of harmonic modes that starts in its ground state, this term can be computed exactly. Let $a$ and $b$ annihilate phonons of wavevectors $q$ and $-q$ before the quench, with $q$ and $-q$ inequivalent. The new modes are $A=ua+vb^*$ and $B=ub+va^*$, with real $u,v$ that satisfy $u^2-v^2=1$, so that $A$ and $B$ are again annihilators of phonons. With $w$ the frequency of the new modes, the displacement at time $t$ after the quench, in units of its root-mean-square value in their ground state, is

$$X(t)=A\,e^{-iwt}+B^*e^{iwt}.$$

With $\varphi$ the expectation value in the old ground state, the populations alone give $u^2+v^2$, whereas the fluctuation is

$$\varphi(X(t)X(t)^*)=u^2+v^2+2uv\cos(2wt).$$

## Phonon operators and their ground state

The operators live in a complex star-algebra `R`, where `star` is the adjoint and `StarModule` says that $(cx)^*=\bar c\,x^*$. No Hilbert space is chosen. The intended example, two oscillators in their common ground state, is named in a comment but not constructed. Truncated matrices are no substitute, because a commutator of finite matrices has trace zero and so cannot be the identity.

In Lean 4 with Mathlib:

```lean
import Mathlib

open Complex ComplexConjugate

namespace QuenchedPhonons

noncomputable section

/- The standard instance of the relations below is the algebra generated by the ladder
operators of two oscillators, with the expectation value in their common ground state.
Its construction is left out here. -/

variable {R : Type*} [Ring R] [StarRing R] [Algebra ℂ R] [StarModule ℂ R]
```

The ground state enters as a linear functional $\varphi$ with $\varphi(1)=1$. It gives zero when an annihilator stands on the far right, since $a|0\rangle=0$, or a creator on the far left, since $\langle 0|a^*=0$. Positivity of $\varphi$ is not required.

```lean
/-- The vacuum expectation value of the modes `a` and `b`: a normalised linear functional that
vanishes when an annihilator stands on the far right or a creator on the far left. -/
structure IsVacuum (φ : R →ₗ[ℂ] ℂ) (a b : R) : Prop where
  one : φ 1 = 1
  mul_a : ∀ x, φ (x * a) = 0
  mul_b : ∀ x, φ (x * b) = 0
  star_a_mul : ∀ x, φ (star a * x) = 0
  star_b_mul : ∀ x, φ (star b * x) = 0
```

## Modes and displacement after the quench

One definition serves for both new modes: `mode u v a b` is $A$, and with the arguments exchanged, `mode u v b a` is $B$.

```lean
/-- The mode `u a + v b*` after the quench; its partner `u b + v a*` is `mode u v b a`. -/
def mode (u v : ℝ) (a b : R) : R := (u : ℂ) • a + (v : ℂ) • star b
```

The displacement carries the harmonic time dependence at the new frequency $w$. These phases are part of the definition and are not derived from a Hamiltonian. Since $X(t)$ belongs to wavevector $q$, it is not self-adjoint, and its fluctuation is the expectation value of $XX^*$.

```lean
/-- The displacement `X(t) = A e^(-iwt) + B* e^(iwt)` after the quench, with
`A = u a + v b*` and `B = u b + v a*`. -/
def displacement (u v w : ℝ) (a b : R) (t : ℝ) : R :=
  exp (-(I * w * t)) • mode u v a b + exp (I * w * t) • star (mode u v b a)
```

## One amplitude for both old modes

Since $B^*=ub^*+va$, collecting the terms in $a$ gives the coefficient

$$f(t)=u\,e^{-iwt}+v\,e^{iwt}.$$

```lean
/-- The amplitude `f(t) = u e^(-iwt) + v e^(iwt)`. -/
def amplitude (u v w t : ℝ) : ℂ := u * exp (-(I * w * t)) + v * exp (I * w * t)
```

Because $u$, $v$, $w$ and $t$ are real, conjugation only exchanges the phases:

$$\overline{f(t)}=u\,e^{iwt}+v\,e^{-iwt}.$$

```lean
/-- Complex conjugation of the amplitude exchanges the two rotating phases. -/
theorem conj_amplitude (u v w t : ℝ) :
    conj (amplitude u v w t) = u * exp (I * w * t) + v * exp (-(I * w * t)) := by
  simp [amplitude, ← Complex.exp_conj]
```

This is also the coefficient of $b^*$, which receives $v\,e^{-iwt}$ from $A$ and $u\,e^{iwt}$ from $B^*$. Hence

$$X(t)=f(t)\,a+\overline{f(t)}\,b^*.$$

```lean
/-- In terms of the modes before the quench, the displacement is
`X(t) = f(t) a + conj f(t) b*`. -/
theorem displacement_eq (u v w : ℝ) (a b : R) (t : ℝ) :
    displacement u v w a b t =
      amplitude u v w t • a + conj (amplitude u v w t) • star b := by
  rw [conj_amplitude]
  simp only [displacement, mode, amplitude, star_add, star_smul, star_star,
    Complex.star_def, Complex.conj_ofReal]
  module
```

The last step is the tactic `module`, which deserves a closer look. The algebra is noncommutative, so `ring` does not apply to it. But the claim is only an equality of linear combinations of $a$ and $b^*$ with complex coefficients. `module` treats `a` and `star b` as opaque vectors, collects the coefficient of each, and compares the coefficients by commutative algebra in $\mathbb{C}$. That is the collecting of terms just done by hand.

## The single surviving contraction

With $X(s)^*=\overline{f(s)}\,a^*+f(s)\,b$, the product has four terms:

$$X(t)X(s)^*=f(t)\overline{f(s)}\,aa^*+f(t)f(s)\,ab+\overline{f(t)}\,\overline{f(s)}\,b^*a^*+\overline{f(t)}f(s)\,b^*b.$$

The last three vanish under $\varphi$, because each has $b$ on the right or $b^*$ on the left. For the first, $[a,a^*]=1$ gives $\varphi(aa^*)=\varphi(1)+\varphi(a^*a)=1$. Therefore

$$\varphi(X(t)X(s)^*)=f(t)\,\overline{f(s)}.$$

In the code, `haa` is this contraction, `simp` expands the product and removes the vanishing terms, and `ring` finishes among complex numbers.

```lean
/-- If `[a, a*] = 1`, the vacuum correlation of the displacement at two times is the product
`f(t) conj f(s)` of amplitudes. -/
theorem correlation_eq_amplitude {φ : R →ₗ[ℂ] ℂ} {a b : R} (hφ : IsVacuum φ a b)
    (ha : a * star a - star a * a = 1) (u v w t s : ℝ) :
    φ (displacement u v w a b t * star (displacement u v w a b s)) =
      amplitude u v w t * conj (amplitude u v w s) := by
  -- the only contraction that survives
  have haa : φ (a * star a) = 1 := by
    rw [sub_eq_iff_eq_add.mp ha, map_add, hφ.one, hφ.star_a_mul, add_zero]
  rw [displacement_eq, displacement_eq]
  simp only [star_add, star_smul, star_star, Complex.star_def, Complex.conj_conj,
    add_mul, mul_add, smul_mul_assoc, mul_smul_comm, map_add, map_smul, smul_eq_mul,
    haa, hφ.mul_b, hφ.star_b_mul]
  ring
```

The vacuum conditions alone would not suffice. Take $R=\mathbb{C}$, $a=b=0$ and $\varphi$ the identity map. All five conditions of `IsVacuum` hold, yet $X=0$ and the correlation is $0$, while for $u=1$, $v=0$ and $t=s$ the formula gives $1$. What is missing is $\varphi(aa^*)=1$, which the commutation relation supplies.

## Dependence on the difference and the sum of the times

Multiplying out the amplitudes gives

$$f(t)\overline{f(s)}=u^2e^{-iw(t-s)}+v^2e^{iw(t-s)}+uv\left(e^{iw(t+s)}+e^{-iw(t+s)}\right),$$

and the last bracket is $2\cos(w(t+s))$.

The hypotheses `h1`, `h2` and `h3` write each exponential of a sum, and the cosine, as products of separate phases for $t$ and $s$. After that the two sides differ by $-uv$ times the identity `h3`, which is the coefficient passed to `linear_combination`.

```lean
/-- If `[a, a*] = 1`, the vacuum correlation of the quenched displacement is
`u² e^(-iw(t-s)) + v² e^(iw(t-s)) + 2uv cos(w(t+s))`. -/
theorem two_time_correlation {φ : R →ₗ[ℂ] ℂ} {a b : R} (hφ : IsVacuum φ a b)
    (ha : a * star a - star a * a = 1) (u v w t s : ℝ) :
    φ (displacement u v w a b t * star (displacement u v w a b s)) =
      u ^ 2 * exp (-(I * w * (t - s))) + v ^ 2 * exp (I * w * (t - s))
        + 2 * u * v * (Real.cos (w * (t + s)) : ℂ) := by
  rw [correlation_eq_amplitude hφ ha, conj_amplitude, amplitude]
  -- split each phase into a factor for `t` and a factor for `s`
  have h1 : exp (-(I * w * (t - s))) = exp (-(I * w * t)) * exp (I * w * s) := by
    rw [← Complex.exp_add]; congr 1; ring
  have h2 : exp (I * w * (t - s)) = exp (I * w * t) * exp (-(I * w * s)) := by
    rw [← Complex.exp_add]; congr 1; ring
  have h3 : 2 * (Real.cos (w * (t + s)) : ℂ) =
      exp (I * w * t) * exp (I * w * s) + exp (-(I * w * t)) * exp (-(I * w * s)) := by
    rw [Complex.ofReal_cos, Complex.two_cos, ← Complex.exp_add, ← Complex.exp_add]
    congr 2 <;> push_cast <;> ring
  rw [h1, h2]
  linear_combination (-(u * v : ℂ)) * h3
```

At $s=t$ the first two exponentials become $1$ and the cosine has argument $2wt$. The value is real, which the statement expresses by casting a real number into $\mathbb{C}$.

```lean
/-- If `[a, a*] = 1`, the vacuum fluctuation of the quenched displacement at time `t` is
`u² + v² + 2uv cos(2wt)`. -/
theorem fluctuation {φ : R →ₗ[ℂ] ℂ} {a b : R} (hφ : IsVacuum φ a b)
    (ha : a * star a - star a * a = 1) (u v w t : ℝ) :
    φ (displacement u v w a b t * star (displacement u v w a b t)) =
      ((u ^ 2 + v ^ 2 + 2 * u * v * Real.cos (2 * w * t) : ℝ) : ℂ) := by
  rw [two_time_correlation hφ ha, show w * (t + t) = 2 * w * t by ring]
  simp only [sub_self, mul_zero, neg_zero, Complex.exp_zero]
  push_cast
  ring
```

## A commutator that depends only on the time difference

The correlation remembers when the quench took place, through $t+s$. The commutator does not. Using $[a,a^*]=[b,b^*]=1$ and $[a,b]=0$,

$$[X(t),X(s)^*]=f(t)\overline{f(s)}-\overline{f(t)}f(s)=-2i(u^2-v^2)\sin(w(t-s)),$$

where the right-hand side multiplies the identity of the algebra. In linear response, this commutator determines how the displacement reacts to a weak force. No state appears in the statement.

The proof first shows in `hf` that the coefficient $-2i(u^2-v^2)\sin(w(t-s))$ equals the difference of products of amplitudes in the middle. It then brings all operator products into one order with the commutation relations, and `module` compares coefficients again, now with products such as `star a * a` as the opaque vectors.

```lean
/-- If `[a, a*] = [b, b*] = 1` and `[a, b] = 0`, the commutator of the displacement at two times
is the number `-2i (u² - v²) sin(w(t-s))`, which depends only on the time difference. -/
theorem displacement_commutator {a b : R} (ha : a * star a - star a * a = 1)
    (hb : b * star b - star b * b = 1) (hab : a * b = b * a) (u v w t s : ℝ) :
    displacement u v w a b t * star (displacement u v w a b s)
      - star (displacement u v w a b s) * displacement u v w a b t =
      (-2 * I * (u ^ 2 - v ^ 2) * (Real.sin (w * (t - s)) : ℂ)) • (1 : R) := by
  have hab' : star b * star a = star a * star b := by
    rw [← star_mul, ← star_mul, hab]
  have h : 2 * (Real.sin (w * (t - s)) : ℂ) =
      (exp (-(I * w * t)) * exp (I * w * s) - exp (I * w * t) * exp (-(I * w * s))) * I := by
    rw [Complex.ofReal_sin, Complex.two_sin, ← Complex.exp_add, ← Complex.exp_add]
    congr 3 <;> push_cast <;> ring
  -- the commutator in terms of amplitudes
  have hf : -2 * I * (u ^ 2 - v ^ 2) * (Real.sin (w * (t - s)) : ℂ) =
      amplitude u v w t * conj (amplitude u v w s)
        - conj (amplitude u v w t) * amplitude u v w s := by
    rw [conj_amplitude, conj_amplitude, amplitude, amplitude]
    linear_combination (-(u ^ 2 - v ^ 2 : ℂ) * I) * h - (u ^ 2 - v ^ 2 : ℂ) *
      (exp (-(I * w * t)) * exp (I * w * s) - exp (I * w * t) * exp (-(I * w * s))) * I_sq
  rw [hf, displacement_eq, displacement_eq]
  simp only [star_add, star_smul, star_star, Complex.star_def, Complex.conj_conj,
    add_mul, mul_add, smul_mul_assoc, mul_smul_comm]
  rw [sub_eq_iff_eq_add.mp ha, sub_eq_iff_eq_add.mp hb, hab, hab']
  module
```

## When the fluctuation stands still

A constant fluctuation must agree at $t=0$ and $t=\pi/(2w)$, where the cosine is $1$ and $-1$. So $2uv=-2uv$, and $u=0$ or $v=0$. Conversely, either condition removes the oscillating term. The assumption $w\neq0$ makes the second time available.

```lean
/-- For `[a, a*] = 1` and `w ≠ 0`, the vacuum fluctuation of the displacement keeps its initial
value at all times exactly when `u = 0` or `v = 0`. -/
theorem fluctuation_stationary_iff {φ : R →ₗ[ℂ] ℂ} {a b : R} (hφ : IsVacuum φ a b)
    (ha : a * star a - star a * a = 1) (u v : ℝ) {w : ℝ} (hw : w ≠ 0) :
    (∀ t, φ (displacement u v w a b t * star (displacement u v w a b t)) =
      φ (displacement u v w a b 0 * star (displacement u v w a b 0))) ↔ u = 0 ∨ v = 0 := by
  simp only [fluctuation hφ ha, Complex.ofReal_inj]
  constructor
  · intro h
    -- compare with a quarter period, where the cosine is `-1`
    have h1 := h (Real.pi / (2 * w))
    rw [show 2 * w * (Real.pi / (2 * w)) = Real.pi by field_simp, Real.cos_pi,
      mul_zero, Real.cos_zero] at h1
    exact mul_eq_zero.mp (by linarith)
  · rintro (h | h) t <;> simp [h]
```

The theorems so far allow any real $u$ and $v$. For new modes that are themselves canonical, $[A,A^*]=u^2-v^2=1$, which rules out $u=0$; a constant fluctuation then means $v=0$, so no mixing of creators and annihilators.

## Sudden change of frequency

Let the frequency jump from $w_0$ to $w$, both positive. The physical displacement is proportional to $(a+b^*)/\sqrt{w_0}$ in the old modes and to $(A+B^*)/\sqrt{w}$ in the new ones, and it is continuous at $t=0$. Since $A+B^*=(u+v)(a+b^*)$, this gives $u+v=\sqrt{w/w_0}$. The momentum is proportional to $\sqrt{w_0}\,(a-b^*)$ and to $\sqrt{w}\,(A-B^*)$, and in the same way $u-v=\sqrt{w_0/w}$. The theorem takes these two matching conditions as the hypotheses `hQ` and `hP`.

With $\cos(2wt)=\cos^2(wt)-\sin^2(wt)$,

$$u^2+v^2+2uv\cos(2wt)=(u+v)^2\cos^2(wt)+(u-v)^2\sin^2(wt),$$

so the fluctuation is

$$\frac{w}{w_0}\cos^2(wt)+\frac{w_0}{w}\sin^2(wt).$$

At $t=0$ this is $w/w_0$, the old ground-state value in the new units, as the argument about unmoved atoms demands. For a harmonic mode pair that starts in its old ground state, the expression can serve as a reference value for a quantum-dynamics simulation.

In the proof, `h1` and `h2` square the matching conditions, and the rest is the trigonometric identity above.

```lean
/-- Sudden change of the frequency from `w₀ > 0` to `w > 0`, with `[a, a*] = 1`,
`u + v = √(w/w₀)` and `u - v = √(w₀/w)`: the vacuum fluctuation of the displacement is
`(w/w₀) cos²(wt) + (w₀/w) sin²(wt)`. -/
theorem sudden_quench_fluctuation {φ : R →ₗ[ℂ] ℂ} {a b : R} (hφ : IsVacuum φ a b)
    (ha : a * star a - star a * a = 1) {u v w w₀ : ℝ} (hw : 0 < w) (hw₀ : 0 < w₀)
    (hQ : u + v = √(w / w₀)) (hP : u - v = √(w₀ / w)) (t : ℝ) :
    φ (displacement u v w a b t * star (displacement u v w a b t)) =
      ((w / w₀ * Real.cos (w * t) ^ 2 + w₀ / w * Real.sin (w * t) ^ 2 : ℝ) : ℂ) := by
  have h1 : (u + v) ^ 2 = w / w₀ := by rw [hQ, Real.sq_sqrt (by positivity)]
  have h2 : (u - v) ^ 2 = w₀ / w := by rw [hP, Real.sq_sqrt (by positivity)]
  rw [fluctuation hφ ha, ← h1, ← h2, mul_assoc 2 w t, Real.cos_two_mul, Real.sin_sq]
  congr 1
  ring

end

end QuenchedPhonons
```

```lean
#print axioms QuenchedPhonons.two_time_correlation
#print axioms QuenchedPhonons.displacement_commutator
#print axioms QuenchedPhonons.fluctuation_stationary_iff
#print axioms QuenchedPhonons.sudden_quench_fluctuation
```

```
'QuenchedPhonons.two_time_correlation' depends on axioms: [propext, Classical.choice, Quot.sound]
'QuenchedPhonons.displacement_commutator' depends on axioms: [propext, Classical.choice, Quot.sound]
'QuenchedPhonons.fluctuation_stationary_iff' depends on axioms: [propext, Classical.choice, Quot.sound]
'QuenchedPhonons.sudden_quench_fluctuation' depends on axioms: [propext, Classical.choice, Quot.sound]
```
